# The first-order cumulant of finitely many modes with nonzero frequencies: Landau form, modulus bound for nonnegative weights, and the satellites of one mode

## Secular growth in a truncated expansion

Suppose that an electron couples to one boson mode and its propagator is corrected by the factor $1+C(t)$, with $C$ of first order in the boson correlation function, that is, of second order in the electron–boson coupling. For positive weight and nonzero frequency, $C$ contains a term linear in $t$, so the modulus of this factor grows without bound. In $\exp C(t)$ the linear term becomes a phase. The closed form of $C$ displays that phase, the bound on the modulus and the satellites.

## Modes and their correlation function

Let $j$ run over a finite set of modes with real frequencies $w_j$ and real weights $b_j$, and set $\hbar=1$. Define

$$K(u)=\sum_j b_j e^{-iw_ju},\qquad C(t)=-\int_0^t ds\int_0^s du\,K(u).$$

A weight stands for a squared coupling strength, which is why $b_j\ge0$ is assumed for the modulus bound. The condition $w_j\ne0$ excludes static modes, whose contribution $-b_jt^2/2$ is only the limit $w_j\to0$ of a term of the Landau form below, which divides by $w_j^2$.

In cumulant treatments built on GW, such a factor describes plasmon satellites; here the modes are finite in number, undamped and prescribed, not computed from a self-energy.

## The two integrals by hand

For $w_j\ne0$ the inner integral is

$$\int_0^s e^{-iw_ju}\,du=\frac{i}{w_j}\left(e^{-iw_js}-1\right).$$

Integrating again, with the overall minus sign,

$$-\frac{i}{w_j}\left[\frac{i}{w_j}\left(e^{-iw_jt}-1\right)-t\right]
=\frac{e^{-iw_jt}+iw_jt-1}{w_j^2}.$$

Multiplying by $b_j$ and summing gives the Landau form

$$C(t)=\sum_j b_j\frac{e^{-iw_jt}+iw_jt-1}{w_j^2}.$$

The $-1$ in the inner integral comes from its lower limit. If it is forgotten, the linear term $iw_jt$ disappears, and with it the energy shift.

## Short times and the modulus

Differentiating the double integral gives $C'(t)=-\int_0^tK(u)\,du$ and $C''(t)=-K(t)$. Hence $C(0)=C'(0)=0$ and $C''(0)=-\sum_jb_j$, for any real frequencies.

For nonzero frequencies, $e^{-iw_jt}=\cos w_jt-i\sin w_jt$ gives

$$\operatorname{Re}C(t)=-\sum_j\frac{b_j(1-\cos w_jt)}{w_j^2}.$$

If all $b_j\ge0$, every summand is nonnegative, so $|e^{C(t)}|=e^{\operatorname{Re}C(t)}\le1$. Equality holds at a given $t$ exactly when every summand vanishes, that is, when each mode has $b_j=0$ or $\cos w_jt=1$.

## Satellites of one mode

For a single mode, put $a=b/w^2$. Then $C(t)=-a+ibt/w+ae^{-iwt}$, and expanding the exponential of the last term gives

$$e^{C(t)}=\sum_{n=0}^{\infty}e^{-a}\frac{a^n}{n!}\,e^{i(b/w-nw)t}.$$

The term $n=0$ is the quasiparticle line, shifted by the linear phase, and the terms with $n\ge1$ are its satellites; successive terms differ in frequency by $w$. For $b\ge0$ the coefficients are Poisson probabilities.

## The statement in Lean

The finite type `ι` labels the modes, and `b` and `w` are real-valued functions on it. `kernel`, `cumulant` and `landauForm` are $K$, the double integral and the closed form. Time is any real number, with oriented integrals for negative $t$. The hypotheses `hw` and `hb` say that frequencies are nonzero and weights nonnegative; `cumulant_initial` needs neither. `HasDerivAt f c t` says that $f$ has derivative $c$ at $t$, and `HasSum` that the series converges to the stated value. The single mode is indexed by `Unit`.

```lean
import Mathlib

open Complex

namespace CumulantSatellites

noncomputable section

variable {ι : Type*} [Fintype ι]

/-- Correlation function of finitely many boson modes with weights `b j` and
frequencies `w j`. -/
def kernel (b w : ι → ℝ) (u : ℝ) : ℂ :=
  ∑ j, (b j : ℂ) * Complex.exp (-I * w j * u)

/-- First-order cumulant: minus the time-ordered double integral of the correlation function. -/
def cumulant (b w : ι → ℝ) (t : ℝ) : ℂ :=
  -∫ s in (0 : ℝ)..t, ∫ u in (0 : ℝ)..s, kernel b w u

/-- The Landau form of the cumulant, a sum over boson modes. -/
def landauForm (b w : ι → ℝ) (t : ℝ) : ℂ :=
  ∑ j, (b j : ℂ) * (Complex.exp (-I * w j * t) + I * w j * t - 1) / (w j : ℂ) ^ 2

/-- The phase factor `exp (-I * w * s)` has derivative `-I * w * exp (-I * w * t)` at `s = t`. -/
theorem hasDerivAt_phase (w t : ℝ) :
    HasDerivAt (fun s : ℝ => Complex.exp (-I * w * s))
      (-I * w * Complex.exp (-I * w * t)) t := by
  have h0 : HasDerivAt (fun s : ℝ => (s : ℂ)) 1 t := by
    simpa using (hasDerivAt_id t).ofReal_comp
  have h1 : HasDerivAt (fun s : ℝ => -I * w * (s : ℂ)) (-I * w) t := by
    simpa using h0.const_mul (-I * (w : ℂ))
  exact h1.cexp.congr_deriv (mul_comm _ _)

/-- The correlation function is continuous in time. -/
theorem continuous_kernel (b w : ι → ℝ) : Continuous (kernel b w) := by
  unfold kernel
  fun_prop

/-- The first derivative of the cumulant is minus the integrated correlation function. -/
theorem hasDerivAt_cumulant (b w : ι → ℝ) (t : ℝ) :
    HasDerivAt (cumulant b w) (-∫ u in (0 : ℝ)..t, kernel b w u) t := by
  have hc : Continuous (fun s : ℝ => ∫ u in (0 : ℝ)..s, kernel b w u) :=
    continuous_iff_continuousAt.2 fun s =>
      ((continuous_kernel b w).integral_hasStrictDerivAt 0 s).hasDerivAt.continuousAt
  exact (hc.integral_hasStrictDerivAt 0 t).hasDerivAt.fun_neg

/-- The cumulant and its first derivative vanish at time zero, and its second derivative
there is minus the total weight of the modes. -/
theorem cumulant_initial (b w : ι → ℝ) :
    cumulant b w 0 = 0 ∧ HasDerivAt (cumulant b w) 0 0 ∧
      HasDerivAt (deriv (cumulant b w)) (-∑ j, (b j : ℂ)) 0 := by
  refine ⟨by simp [cumulant], by simpa using hasDerivAt_cumulant b w 0, ?_⟩
  have hd : deriv (cumulant b w) = fun t : ℝ => -∫ u in (0 : ℝ)..t, kernel b w u :=
    funext fun t => (hasDerivAt_cumulant b w t).deriv
  rw [hd]
  have h := ((continuous_kernel b w).integral_hasStrictDerivAt 0 0).hasDerivAt.fun_neg
  exact h.congr_deriv (by simp [kernel])

/-- For nonzero mode frequencies the time-ordered double integral equals the Landau form. -/
theorem cumulant_eq_landauForm (b w : ι → ℝ) (hw : ∀ j, w j ≠ 0) (t : ℝ) :
    cumulant b w t = landauForm b w t := by
  have hwc : ∀ j, (w j : ℂ) ≠ 0 := fun j => Complex.ofReal_ne_zero.2 (hw j)
  let F : ℝ → ℂ := fun s => ∑ j, (b j : ℂ) * (I / w j) * (Complex.exp (-I * w j * s) - 1)
  -- the inner integral, from its antiderivative
  have hF : ∀ s, HasDerivAt F (kernel b w s) s := by
    intro s
    refine HasDerivAt.fun_sum fun j _ => ?_
    refine (((hasDerivAt_phase (w j) s).sub_const 1).const_mul
      ((b j : ℂ) * (I / w j))).congr_deriv ?_
    have hj := hwc j
    field_simp
    simp [Complex.I_sq]
  have hinner : ∀ s : ℝ, ∫ u in (0 : ℝ)..s, kernel b w u = F s := by
    intro s
    rw [intervalIntegral.integral_eq_sub_of_hasDerivAt (fun u _ => hF u)
      ((continuous_kernel b w).intervalIntegrable 0 s)]
    simp [F]
  -- the outer integral: the Landau form is an antiderivative of `-F`
  have hL : ∀ s, HasDerivAt (landauForm b w) (-F s) s := by
    intro s
    have h0 : HasDerivAt (fun r : ℝ => (r : ℂ)) 1 s := by
      simpa using (hasDerivAt_id s).ofReal_comp
    have hsum : -F s = ∑ j, (b j : ℂ) *
        (-I * w j * Complex.exp (-I * w j * s) + I * w j * 1) / (w j : ℂ) ^ 2 := by
      simp only [F]
      rw [← Finset.sum_neg_distrib]
      refine Finset.sum_congr rfl fun j _ => ?_
      have hj := hwc j
      field_simp
      ring
    rw [hsum]
    refine HasDerivAt.fun_sum fun j _ => ?_
    exact ((((hasDerivAt_phase (w j) s).fun_add
      (h0.const_mul (I * (w j : ℂ)))).sub_const 1).const_mul (b j : ℂ)).div_const _
  have hFc : Continuous F :=
    continuous_iff_continuousAt.2 fun s => (hF s).continuousAt
  have hout := intervalIntegral.integral_eq_sub_of_hasDerivAt (a := 0) (b := t)
    (fun u _ => hL u) (hFc.neg.intervalIntegrable 0 t)
  have hzero : landauForm b w 0 = 0 := by simp [landauForm]
  rw [intervalIntegral.integral_neg, hzero, sub_zero] at hout
  simp only [cumulant, hinner]
  exact hout

/-- For nonzero mode frequencies the real part of the cumulant is minus the sum of `b j * (1 - cos
(w j * t)) / w j ^ 2`. -/
theorem re_cumulant (b w : ι → ℝ) (hw : ∀ j, w j ≠ 0) (t : ℝ) :
    (cumulant b w t).re = -∑ j, b j * (1 - Real.cos (w j * t)) / w j ^ 2 := by
  rw [cumulant_eq_landauForm b w hw, landauForm, Complex.re_sum, ← Finset.sum_neg_distrib]
  refine Finset.sum_congr rfl fun j _ => ?_
  have he : Complex.exp (-I * w j * t) =
      (Real.cos (w j * t) : ℂ) - (Real.sin (w j * t) : ℂ) * I := by
    rw [show -I * (w j : ℂ) * t = ((-(w j * t) : ℝ) : ℂ) * I by push_cast; ring,
      Complex.exp_mul_I, ← Complex.ofReal_cos, ← Complex.ofReal_sin,
      Real.cos_neg, Real.sin_neg, Complex.ofReal_neg]
    ring
  -- split the mode contribution into real and imaginary parts
  have hs : (b j : ℂ) * (Complex.exp (-I * w j * t) + I * w j * t - 1) / (w j : ℂ) ^ 2 =
      ((-(b j * (1 - Real.cos (w j * t)) / w j ^ 2) : ℝ) : ℂ) +
        ((b j * (w j * t - Real.sin (w j * t)) / w j ^ 2 : ℝ) : ℂ) * I := by
    rw [he]
    push_cast
    ring
  rw [hs]
  simp only [Complex.add_re, Complex.ofReal_re, Complex.re_ofReal_mul, Complex.I_re,
    mul_zero, add_zero]

/-- For nonnegative weights the cumulant factor `exp C(t)` has modulus at most one, with equality
exactly when every mode has zero weight or satisfies `cos (w j * t) = 1`. All mode frequencies are
assumed nonzero. -/
theorem norm_exp_cumulant (b w : ι → ℝ) (hb : ∀ j, 0 ≤ b j) (hw : ∀ j, w j ≠ 0) (t : ℝ) :
    ‖Complex.exp (cumulant b w t)‖ ≤ 1 ∧
      (‖Complex.exp (cumulant b w t)‖ = 1 ↔ ∀ j, b j = 0 ∨ Real.cos (w j * t) = 1) := by
  have hn : ∀ j ∈ Finset.univ, 0 ≤ b j * (1 - Real.cos (w j * t)) / w j ^ 2 := fun j _ =>
    div_nonneg (mul_nonneg (hb j) (sub_nonneg.2 (Real.cos_le_one _))) (sq_nonneg _)
  rw [Complex.norm_exp, re_cumulant b w hw]
  refine ⟨Real.exp_le_one_iff.2 (neg_nonpos.2 (Finset.sum_nonneg hn)), ?_⟩
  rw [Real.exp_eq_one_iff, neg_eq_zero, Finset.sum_eq_zero_iff_of_nonneg hn]
  refine forall_congr' fun j => ?_
  have hj : w j ^ 2 ≠ 0 := pow_ne_zero 2 (hw j)
  simp only [Finset.mem_univ, true_imp_iff, div_eq_zero_iff, hj, or_false, mul_eq_zero,
    sub_eq_zero]
  exact or_congr Iff.rfl eq_comm

/-- For a single mode of nonzero frequency `w`, `exp C(t)` is the sum over `n` of the oscillations
`exp (I * (b / w - n * w) * t)` with coefficients `exp (-a) * a ^ n / n!`, where `a = b / w ^ 2`. -/
theorem satellite_series (b w : ℝ) (hw : w ≠ 0) (t : ℝ) :
    HasSum (fun n : ℕ =>
      ((Real.exp (-(b / w ^ 2)) * (b / w ^ 2) ^ n / (n.factorial : ℝ) : ℝ) : ℂ) *
        Complex.exp (I * (b / w - n * w) * t))
      (Complex.exp (cumulant (fun _ : Unit => b) (fun _ => w) t)) := by
  have hwc : (w : ℂ) ≠ 0 := Complex.ofReal_ne_zero.2 hw
  have hexp : ∀ z : ℂ, HasSum (fun n : ℕ => z ^ n / (n.factorial : ℂ)) (Complex.exp z) := by
    intro z
    rw [Complex.exp_eq_exp_ℂ]
    exact NormedSpace.expSeries_div_hasSum_exp z
  -- expand the exponential of the oscillating part of the cumulant in powers
  have h : HasSum (fun n : ℕ =>
      Complex.exp (-(b / w ^ 2 : ℂ)) * Complex.exp (I * (b / w) * t) *
        (((b / w ^ 2 : ℂ) * Complex.exp (-I * w * t)) ^ n / (n.factorial : ℂ)))
      (Complex.exp (-(b / w ^ 2 : ℂ)) * Complex.exp (I * (b / w) * t) *
        Complex.exp ((b / w ^ 2 : ℂ) * Complex.exp (-I * w * t))) :=
    (hexp _).mul_left _
  have alg : ∀ x y z p q : ℂ, x * y / z * (p * q) = x * p * (y * q / z) := by
    intro x y z p q
    ring
  -- each power gives one term of the stated series
  have hterm : ∀ n : ℕ,
      ((Real.exp (-(b / w ^ 2)) * (b / w ^ 2) ^ n / (n.factorial : ℝ) : ℝ) : ℂ) *
        Complex.exp (I * (b / w - n * w) * t) =
      Complex.exp (-(b / w ^ 2 : ℂ)) * Complex.exp (I * (b / w) * t) *
        (((b / w ^ 2 : ℂ) * Complex.exp (-I * w * t)) ^ n / (n.factorial : ℂ)) := by
    intro n
    have hcast :
        ((Real.exp (-(b / w ^ 2)) * (b / w ^ 2) ^ n / (n.factorial : ℝ) : ℝ) : ℂ) =
          Complex.exp (-(b / w ^ 2 : ℂ)) * (b / w ^ 2 : ℂ) ^ n / (n.factorial : ℂ) := by
      simp only [Complex.ofReal_mul, Complex.ofReal_div, Complex.ofReal_pow,
        Complex.ofReal_exp, Complex.ofReal_neg, Complex.ofReal_natCast]
    have harg : I * ((b : ℂ) / w - n * w) * t = I * (b / w) * t + n * (-I * w * t) := by
      ring
    rw [hcast, harg, Complex.exp_add, Complex.exp_nat_mul,
      mul_pow (b / w ^ 2 : ℂ) (Complex.exp (-I * w * t)) n]
    exact alg _ _ _ _ _
  have hval : Complex.exp (cumulant (fun _ : Unit => b) (fun _ => w) t) =
      Complex.exp (-(b / w ^ 2 : ℂ)) * Complex.exp (I * (b / w) * t) *
        Complex.exp ((b / w ^ 2 : ℂ) * Complex.exp (-I * w * t)) := by
    have hk : (w : ℂ) / (w : ℂ) ^ 2 = 1 / w := by
      rw [div_eq_div_iff (pow_ne_zero 2 hwc) hwc]
      ring
    have hsplit : ∀ E : ℂ, (b : ℂ) * (E + I * w * t - 1) / (w : ℂ) ^ 2 =
        -(b / w ^ 2 : ℂ) + I * (b / w) * t + (b / w ^ 2 : ℂ) * E := by
      intro E
      linear_combination (b : ℂ) * I * t * hk
    rw [cumulant_eq_landauForm _ _ (fun _ => hw), ← Complex.exp_add, ← Complex.exp_add]
    refine congrArg Complex.exp ?_
    simp only [landauForm, Finset.univ_unique, Finset.sum_singleton]
    exact hsplit _
  rw [hval, funext hterm]
  exact h

end

end CumulantSatellites
```

```lean
#print axioms CumulantSatellites.cumulant_initial
-- 'CumulantSatellites.cumulant_initial' depends on axioms: [propext, Classical.choice, Quot.sound]
#print axioms CumulantSatellites.cumulant_eq_landauForm
-- 'CumulantSatellites.cumulant_eq_landauForm' depends on axioms: [propext, Classical.choice, Quot.sound]
#print axioms CumulantSatellites.norm_exp_cumulant
-- 'CumulantSatellites.norm_exp_cumulant' depends on axioms: [propext, Classical.choice, Quot.sound]
#print axioms CumulantSatellites.satellite_series
-- 'CumulantSatellites.satellite_series' depends on axioms: [propext, Classical.choice, Quot.sound]
```

## How the proof follows the calculation

`hasDerivAt_phase` differentiates the phase factor. `continuous_kernel` supplies the continuity that the fundamental theorem of calculus needs; `hasDerivAt_cumulant` applies that theorem to the outer integral, and `cumulant_initial` applies it to the inner one.

In `cumulant_eq_landauForm`, `F` is the inner integral in closed form. `hF` checks its derivative and `hinner` identifies it with the integral. `hL` then shows that the Landau form has derivative `-F`, and `hout` evaluates the outer integral from its endpoints.

`re_cumulant` splits the phase into cosine and sine. `norm_exp_cumulant` rewrites the modulus as the exponential of the real part; `Finset.sum_eq_zero_iff_of_nonneg` settles equality, since a sum of nonnegative terms is zero only if each term is.

In `satellite_series`, `hval` factors $e^{C(t)}$ into a constant, a linear phase and the exponential of $ae^{-iwt}$. `hexp` expands the last factor, and `hterm` matches each power to one term of the stated series.
